# The exact range of the Mulliken population for two overlapping basis functions

## Definitions and conventions

Let $\chi_0, \chi_1$ be real, normalised basis functions with overlap $s = \langle \chi_0, \chi_1 \rangle$. An orbital $\psi = c_0\chi_0 + c_1\chi_1$ is represented by its real coefficient vector $c = (c_0, c_1)$. The index $\mu \in \{0, 1\}$ labels the basis functions and is `Fin 2` in Lean, so `c 0` and `c 1` are $c_0$ and $c_1$.

```lean
import Mathlib

open Matrix
open scoped InnerProductSpace

namespace MullikenRange

noncomputable section
```

The overlap matrix is
$$S = \begin{pmatrix} 1 & s \\ s & 1 \end{pmatrix}.$$
The definition accepts any real $s$; the condition $|s| < 1$, which for unit vectors expresses linear independence, enters as a hypothesis of the theorems that need it.

```lean
/-- Overlap matrix of two normalised real basis functions with overlap `s`. -/
def overlap (s : ℝ) : Matrix (Fin 2) (Fin 2) ℝ := !![1, s; s, 1]
```

The squared norm of the orbital is $N = \langle\psi,\psi\rangle = c^{\mathsf T} S c$. In Lean `*ᵥ` is the matrix-vector product and `⬝ᵥ` the dot product.

```lean
/-- Squared norm `cᵀ S c` of the orbital with coefficient vector `c`. -/
def orbNormSq (s : ℝ) (c : Fin 2 → ℝ) : ℝ := c ⬝ᵥ overlap s *ᵥ c
```

The gross Mulliken population of $\chi_\mu$ is $q_\mu = c_\mu (Sc)_\mu$, without a sum over $\mu$. It refers to one electron in the orbital; a doubly occupied orbital contributes $2q_\mu$.

```lean
/-- Gross Mulliken population `c_μ (S c)_μ` of basis function `μ` in the orbital `c`. -/
def mulliken (s : ℝ) (c : Fin 2 → ℝ) (μ : Fin 2) : ℝ := c μ * (overlap s *ᵥ c) μ
```

The set $Q_\mu(s)$ collects the values of $q_\mu$ over all real $c$ with $N = 1$, and $h(s) = 1/(2\sqrt{1-s^2})$ is the half-width of the interval that this set turns out to be.

```lean
/-- The values of the Mulliken population of function `μ` over all normalised real orbitals. -/
def populationSet (s : ℝ) (μ : Fin 2) : Set ℝ :=
  {q | ∃ c, orbNormSq s c = 1 ∧ mulliken s c μ = q}

/-- The half-width `1 / (2 √(1 - s²))`. -/
def halfWidth (s : ℝ) : ℝ := 1 / (2 * √(1 - s ^ 2))
```

The model has two real basis functions and a single orbital. No Hamiltonian appears, so $Q_\mu(s)$ runs over every normalised orbital in the span and is not restricted to solutions of an eigenvalue or self-consistent problem. Complex coefficients, larger bases and sums over several occupied orbitals are not treated.

## (a) Explicit formulas

Write $N$, $q_0$ and $q_1$ in terms of $c_0$, $c_1$ and $s$.

*Solution.* The product is $Sc = (c_0 + s c_1,\; s c_0 + c_1)$. Multiplying each component by $c_\mu$ gives
$$q_0 = c_0^2 + s c_0 c_1, \qquad q_1 = c_1^2 + s c_0 c_1,$$
and their sum is $N = c_0^2 + c_1^2 + 2 s c_0 c_1$. Each function receives half of the overlap term $2 s c_0 c_1$. In `explicit_forms`, `simp` unfolds the two-term sums and `ring` collects the terms; neither $s$ nor $c$ is restricted.

```lean
/-- The squared norm and the two populations written out in the coefficients. -/
theorem explicit_forms (s : ℝ) (c : Fin 2 → ℝ) :
    orbNormSq s c = c 0 ^ 2 + c 1 ^ 2 + 2 * s * c 0 * c 1 ∧
    mulliken s c 0 = c 0 ^ 2 + s * c 0 * c 1 ∧
    mulliken s c 1 = c 1 ^ 2 + s * c 0 * c 1 := by
  refine ⟨?_, ?_, ?_⟩ <;>
    simp [orbNormSq, mulliken, overlap, Matrix.mulVec, dotProduct, Fin.sum_univ_two] <;> ring
```

## (b) The excess identity

Let $E = s(c_0^2 + c_1^2) + 2c_0c_1$. Show that for $N = 1$, any real $s$ and either $\mu$,
$$(1 - s^2)(2q_\mu - 1)^2 = 1 - E^2 .$$

*Solution.* Replacing $1$ by $N$ removes the overlap term:
$$2q_0 - 1 = 2c_0^2 + 2sc_0c_1 - N = c_0^2 - c_1^2, \qquad 2q_1 - 1 = c_1^2 - c_0^2 .$$
Put $A = c_0^2 + c_1^2$ and $P = 2c_0c_1$. Then $(c_0^2 - c_1^2)^2 = A^2 - P^2$, $N = A + sP$ and $E = sA + P$. The cross terms $2sAP$ cancel in
$$N^2 - E^2 = (A + sP)^2 - (sA + P)^2 = (1 - s^2)(A^2 - P^2),$$
and $N = 1$ gives the claim.

The Lean proof splits into $\mu = 0$ and $\mu = 1$, and the step `e` is the first line above. After it, the left side minus the right side equals $N^2 - 1 = (N + 1)(N - 1)$, which is why `linear_combination` multiplies the normalisation `hc` by $N + 1$.

```lean
/-- For a normalised orbital, `(1 - s²)(2 q_μ - 1)² = 1 - (s (c₀² + c₁²) + 2 c₀ c₁)²`. -/
theorem excess_identity (s : ℝ) (c : Fin 2 → ℝ) (μ : Fin 2) (hc : orbNormSq s c = 1) :
    (1 - s ^ 2) * (2 * mulliken s c μ - 1) ^ 2
      = 1 - (s * (c 0 ^ 2 + c 1 ^ 2) + 2 * c 0 * c 1) ^ 2 := by
  obtain ⟨h1, h2, h3⟩ := explicit_forms s c
  rw [h1] at hc
  have hμ : μ = 0 ∨ μ = 1 := by fin_cases μ <;> simp
  -- normalisation removes the overlap term: 2 q - 1 = ± (c₀² - c₁²)
  rcases hμ with rfl | rfl
  · have e : 2 * mulliken s c 0 - 1 = c 0 ^ 2 - c 1 ^ 2 := by rw [h2]; linarith
    rw [e]
    linear_combination (c 0 ^ 2 + c 1 ^ 2 + 2 * s * c 0 * c 1 + 1) * hc
  · have e : 2 * mulliken s c 1 - 1 = c 1 ^ 2 - c 0 ^ 2 := by rw [h3]; linarith
    rw [e]
    linear_combination (c 0 ^ 2 + c 1 ^ 2 + 2 * s * c 0 * c 1 + 1) * hc
```

An easy mistake is to normalise the coefficients by $c_0^2 + c_1^2 = 1$ in place of $c^{\mathsf T} S c = 1$. With $c = (\cos\theta, \sin\theta)$ for an angle $\theta$, one would get $q_0 = \tfrac12 + \tfrac12(\cos 2\theta + s \sin 2\theta)$ and the wrong half-width $\tfrac12\sqrt{1 + s^2}$, and $q_0 + q_1$ would in general differ from $1$.

## (c) The bound and its equality case

For $|s| < 1$ and $N = 1$, show that $|q_\mu - \tfrac12| \le h(s)$, with equality if and only if $E = 0$.

*Solution.* Since $1 - s^2 > 0$, the factor $2\sqrt{1-s^2}$ is positive. Define $X = |q_\mu - \tfrac12| \cdot 2\sqrt{1-s^2} \ge 0$. The inequality is equivalent to $X \le 1$ and the equality to $X = 1$. By (b),
$$X^2 = (1-s^2)(2q_\mu - 1)^2 = 1 - E^2 .$$
From $(X-1)^2 \ge 0$ follows $2X \le X^2 + 1 = 2 - E^2 \le 2$. If $X = 1$ then $E^2 = 0$. If $E = 0$ then $X^2 = 1$, and $X \ge 0$ selects $X = 1$.

In `population_bound`, `hX` is the displayed equation, `le_div_iff₀` and `eq_div_iff` clear the denominator, and the two `generalize` lines reduce the goal to the variables `X` and `E`. The hints `sq_nonneg E` and `sq_nonneg (X - 1)` are the two squares used above.

```lean
/-- For `|s| < 1` the population in a normalised orbital differs from `1/2` by at most the
half-width, with equality exactly when `s (c₀² + c₁²) + 2 c₀ c₁ = 0`. -/
theorem population_bound {s : ℝ} (hs : |s| < 1) (c : Fin 2 → ℝ) (μ : Fin 2)
    (hc : orbNormSq s c = 1) :
    |mulliken s c μ - 1 / 2| ≤ halfWidth s ∧
    (|mulliken s c μ - 1 / 2| = halfWidth s ↔
      s * (c 0 ^ 2 + c 1 ^ 2) + 2 * c 0 * c 1 = 0) := by
  obtain ⟨hl, hu⟩ := abs_lt.1 hs
  have h0 : 0 < 1 - s ^ 2 := by nlinarith
  have hr : 0 < 2 * √(1 - s ^ 2) := mul_pos two_pos (Real.sqrt_pos.2 h0)
  have h := excess_identity s c μ hc
  have hX : (|mulliken s c μ - 1 / 2| * (2 * √(1 - s ^ 2))) ^ 2
      = 1 - (s * (c 0 ^ 2 + c 1 ^ 2) + 2 * c 0 * c 1) ^ 2 := by
    rw [mul_pow, sq_abs, mul_pow, Real.sq_sqrt h0.le]
    linear_combination h
  have hX0 : 0 ≤ |mulliken s c μ - 1 / 2| * (2 * √(1 - s ^ 2)) :=
    mul_nonneg (abs_nonneg _) hr.le
  unfold halfWidth
  rw [le_div_iff₀ hr, eq_div_iff hr.ne']
  generalize |mulliken s c μ - 1 / 2| * (2 * √(1 - s ^ 2)) = X at hX hX0 ⊢
  generalize s * (c 0 ^ 2 + c 1 ^ 2) + 2 * c 0 * c 1 = E at hX ⊢
  -- now X ≥ 0 and X² = 1 - E²
  refine ⟨by nlinarith [sq_nonneg E, sq_nonneg (X - 1)], fun h1 => ?_, fun h1 => ?_⟩
  · rw [h1] at hX
    have hE : E ^ 2 = 0 := by linarith
    exact (pow_eq_zero_iff two_ne_zero).1 hE
  · apply (sq_eq_sq₀ hX0 zero_le_one).1
    rw [hX, h1]
    norm_num
```

## (d) Every value within the bound is attained

For $|s| < 1$ and any real $q$ with $|q - \tfrac12| \le h(s)$, find a normalised orbital with $q_\mu = q$.

*Solution.* For $\mu = 0$ set $c_0 = (u+v)/2$ and $c_1 = (u-v)/2$ with real $u, v$. Then $c_0^2 + c_1^2 = (u^2 + v^2)/2$ and $2c_0c_1 = (u^2 - v^2)/2$, so that
$$N = \tfrac12\left[(1+s)u^2 + (1-s)v^2\right], \qquad q_0 = \tfrac14\left[(1+s)u^2 + (1-s)v^2\right] + \tfrac12 uv .$$
With $d = 2q - 1$ the requirements are $(1+s)u^2 + (1-s)v^2 = 2$ and $uv = d$. The numbers $(1+s)u^2$ and $(1-s)v^2$ then have sum $2$ and product $(1-s^2)d^2$, so they are $1 \pm w$ with
$$w = \sqrt{1 - (1-s^2)d^2}.$$
The radicand is non-negative, because squaring the hypothesis gives $(1-s^2)d^2 \le 1$. Choose $u = \sqrt{(1+w)/(1+s)}$, which is positive because $1 + w \ge 1$, and $v = d/u$. Then
$$(1+w)(1-s)v^2 = (1-s^2)u^2v^2 = (1-s^2)d^2 = (1+w)(1-w),$$
hence $(1-s)v^2 = 1 - w$. Therefore $N = 1$ and $q_0 = \tfrac12 + \tfrac12 d = q$. For $\mu = 1$ the two coefficients are exchanged.

The amplitudes $u$ and $v$ multiply the unnormalised combinations $(\chi_0 \pm \chi_1)/2$, whose squared norms are $(1 \pm s)/2$. The weights of the normalised symmetric and antisymmetric combinations in $\psi$ are $(1+w)/2$ and $(1-w)/2$.

In Lean `hd` is the sign of the radicand, the three `obtain` steps that follow it produce $w$, $u$, $v$ with their defining equations `hw`, `hu2`, `huv`, and `hv2` cancels the factor $1 + w$. The coefficients $\tfrac12, \tfrac12$ and $\tfrac14, \tfrac14, \tfrac12$ in the closing `linear_combination` calls are those in the formulas for $N$ and $q_0$.

```lean
/-- For `|s| < 1` every number within the half-width of `1/2` is the population of
function `μ` in some normalised orbital. -/
theorem population_attained {s : ℝ} (hs : |s| < 1) (μ : Fin 2) {q : ℝ}
    (hq : |q - 1 / 2| ≤ halfWidth s) : q ∈ populationSet s μ := by
  obtain ⟨hl, hu⟩ := abs_lt.1 hs
  have h0 : 0 < 1 - s ^ 2 := by nlinarith
  have h1s : 0 < 1 + s := by linarith
  have hr : 0 < 2 * √(1 - s ^ 2) := mul_pos two_pos (Real.sqrt_pos.2 h0)
  unfold halfWidth at hq
  rw [le_div_iff₀ hr] at hq
  have hd : 0 ≤ 1 - (1 - s ^ 2) * (2 * q - 1) ^ 2 := by
    have h := pow_le_one₀ (n := 2) (mul_nonneg (abs_nonneg _) hr.le) hq
    rw [mul_pow, sq_abs, mul_pow, Real.sq_sqrt h0.le] at h
    nlinarith [h]
  obtain ⟨w, hw0, hw⟩ : ∃ w : ℝ, 0 ≤ w ∧ w ^ 2 = 1 - (1 - s ^ 2) * (2 * q - 1) ^ 2 :=
    ⟨_, Real.sqrt_nonneg _, Real.sq_sqrt hd⟩
  have h1w : 0 < 1 + w := by linarith
  -- symmetric amplitude u = c₀ + c₁ and antisymmetric amplitude v = ± (c₀ - c₁)
  obtain ⟨u, hu0, hu2⟩ : ∃ u : ℝ, 0 < u ∧ (1 + s) * u ^ 2 = 1 + w := by
    refine ⟨√((1 + w) / (1 + s)), Real.sqrt_pos.2 (div_pos h1w h1s), ?_⟩
    rw [Real.sq_sqrt (div_pos h1w h1s).le]
    exact mul_div_cancel₀ _ h1s.ne'
  obtain ⟨v, huv⟩ : ∃ v : ℝ, u * v = 2 * q - 1 :=
    ⟨(2 * q - 1) / u, mul_div_cancel₀ _ hu0.ne'⟩
  have hv2 : (1 - s) * v ^ 2 = 1 - w := by
    apply mul_left_cancel₀ h1w.ne'
    linear_combination -(1 - s) * v ^ 2 * hu2
      + (1 - s ^ 2) * (u * v + (2 * q - 1)) * huv + hw
  have hμ : μ = 0 ∨ μ = 1 := by fin_cases μ <;> simp
  rcases hμ with rfl | rfl
  · obtain ⟨h1, h2, -⟩ := explicit_forms s ![(u + v) / 2, (u - v) / 2]
    simp only [Matrix.cons_val_zero, Matrix.cons_val_one] at h1 h2
    exact ⟨![(u + v) / 2, (u - v) / 2],
      by rw [h1]; linear_combination (1 / 2) * hu2 + (1 / 2) * hv2,
      by rw [h2]; linear_combination (1 / 4) * hu2 + (1 / 4) * hv2 + (1 / 2) * huv⟩
  · obtain ⟨h1, -, h2⟩ := explicit_forms s ![(u - v) / 2, (u + v) / 2]
    simp only [Matrix.cons_val_zero, Matrix.cons_val_one] at h1 h2
    exact ⟨![(u - v) / 2, (u + v) / 2],
      by rw [h1]; linear_combination (1 / 2) * hu2 + (1 / 2) * hv2,
      by rw [h2]; linear_combination (1 / 4) * hu2 + (1 / 4) * hv2 + (1 / 2) * huv⟩
```

## (e) The range

Show that for $|s| < 1$ and either $\mu$, $Q_\mu(s) = \left[\tfrac12 - h(s),\; \tfrac12 + h(s)\right]$.

*Solution.* The condition $|q - \tfrac12| \le h(s)$ describes this closed interval, written `Set.Icc` in Lean. Part (c) shows that $Q_\mu(s)$ lies inside it and part (d) that it fills it, end points included. The proof of `populationSet_eq` consists of these two inclusions, with `abs_le` translating between the absolute value and the pair of inequalities.

```lean
/-- For `|s| < 1` the Mulliken population of either function over all normalised orbitals
ranges exactly over `[1/2 - 1/(2√(1-s²)), 1/2 + 1/(2√(1-s²))]`. -/
theorem populationSet_eq {s : ℝ} (hs : |s| < 1) (μ : Fin 2) :
    populationSet s μ = Set.Icc (1 / 2 - halfWidth s) (1 / 2 + halfWidth s) := by
  ext q
  constructor
  · rintro ⟨c, hc, rfl⟩
    obtain ⟨h1, h2⟩ := abs_le.1 (population_bound hs c μ hc).1
    exact ⟨by linarith, by linarith⟩
  · rintro ⟨h1, h2⟩
    exact population_attained hs μ (abs_le.2 ⟨by linarith, by linarith⟩)
```

Without $|s| < 1$ the statement fails. At $s = 1$ one has $N = (c_0 + c_1)^2$, and $c = (t, 1-t)$ is normalised with $q_0 = t^2 + t(1-t) = t$ for every real $t$, so the population is unbounded. Lean's convention $1/0 = 0$ makes `halfWidth 1` equal to $0$, and the interval would shrink to the single point $\tfrac12$, which already misses $q_0 = 1$ for $c = (1, 0)$.

## (f) Values outside the unit interval

For $|s| < 1$ and $s \ne 0$, show that $Q_\mu(s)$ contains a negative number and a number above $1$.

*Solution.* Now $0 < 1 - s^2 < 1$, so $0 < \sqrt{1-s^2} < 1$ and $h(s) > \tfrac12$; in Lean these steps are `hr`, `hr1` and `hh`. The end points belong to $Q_\mu(s)$ by (e), and they satisfy $\tfrac12 - h(s) < 0$ and $\tfrac12 + h(s) > 1$. For a fixed $\mu$ the two numbers belong to different orbitals, since each orbital has a single value of $q_\mu$. Because $q_0 + q_1 = N = 1$, an orbital with $q_\mu < 0$ gives the other function a population above $1$.

```lean
/-- For nonzero overlap with `|s| < 1`, some normalised orbital gives a negative population
and some normalised orbital gives a population above one. -/
theorem leaves_unit_interval {s : ℝ} (hs : |s| < 1) (hs0 : s ≠ 0) (μ : Fin 2) :
    (∃ q ∈ populationSet s μ, q < 0) ∧ (∃ q ∈ populationSet s μ, 1 < q) := by
  obtain ⟨hl, hu⟩ := abs_lt.1 hs
  have h0 : 0 < 1 - s ^ 2 := by nlinarith
  have hr : 0 < 2 * √(1 - s ^ 2) := mul_pos two_pos (Real.sqrt_pos.2 h0)
  have hp : 0 < s ^ 2 := by positivity
  have hr1 : √(1 - s ^ 2) < 1 := (Real.sqrt_lt' one_pos).2 (by linarith)
  have hh : 1 / 2 < halfWidth s := by
    unfold halfWidth
    rw [lt_div_iff₀ hr]
    linarith
  rw [populationSet_eq hs]
  exact ⟨⟨1 / 2 - halfWidth s, ⟨le_rfl, by linarith⟩, by linarith⟩,
    ⟨1 / 2 + halfWidth s, ⟨by linarith, le_rfl⟩, by linarith⟩⟩
```

For population analysis in electronic structure this means that, in a basis of two real overlapping functions and for one electron in an arbitrary normalised orbital, $q_\mu$ need not lie in the range of a probability of finding the electron on $\chi_\mu$.

## (g) When all populations lie in $[0, 1]$

For $|s| < 1$, show that $Q_\mu(s) \subseteq [0,1]$ if and only if $s = 0$.

*Solution.* If $s \neq 0$, part (f) supplies a negative element, which contradicts the inclusion; the Lean proof uses `by_contra` and only this half of (f). If $s = 0$, then $h(0) = \tfrac12$ and (e) gives the interval $[0, 1]$.

```lean
/-- For `|s| < 1` all populations lie in `[0, 1]` if and only if the overlap vanishes. -/
theorem subset_unit_interval_iff {s : ℝ} (hs : |s| < 1) (μ : Fin 2) :
    populationSet s μ ⊆ Set.Icc 0 1 ↔ s = 0 := by
  constructor
  · intro h
    by_contra hs0
    obtain ⟨q, hq, hneg⟩ := (leaves_unit_interval hs hs0 μ).1
    exact absurd (h hq).1 (not_le_of_gt hneg)
  · rintro rfl
    have hh : halfWidth 0 = 1 / 2 := by simp [halfWidth]
    rw [populationSet_eq hs, hh]
    exact Set.Icc_subset_Icc (by norm_num) (by norm_num)
```

## (h) The overlap $s = 3/5$

Compute $Q_\mu(3/5)$.

*Solution.* Here $1 - s^2 = 16/25 = (4/5)^2$, so $h = 1/(8/5) = 5/8$ and $Q_\mu(3/5) = [-\tfrac18, \tfrac98]$ by (e). Lean rewrites the radicand as a square and applies `Real.sqrt_sq`.

```lean
/-- For overlap `3/5` the population ranges exactly over `[-1/8, 9/8]`. -/
theorem range_three_fifths (μ : Fin 2) :
    populationSet (3 / 5) μ = Set.Icc (-1 / 8) (9 / 8) := by
  have hh : halfWidth (3 / 5) = 5 / 8 := by
    unfold halfWidth
    rw [show (1 - (3 / 5) ^ 2 : ℝ) = (4 / 5) ^ 2 by norm_num, Real.sqrt_sq (by norm_num)]
    norm_num
  rw [populationSet_eq (by rw [abs_lt]; constructor <;> norm_num), hh]
  norm_num
```

For $q = 9/8$ and $\mu = 0$ the construction in (d) has $d = 5/4$, $w = 0$, $u = \sqrt{10}/4$ and $v = \sqrt{10}/2$, giving the normalised orbital $c = (3, -1)\sqrt{10}/8$ with $q_0 = 9/8$ and $q_1 = -1/8$. This orbital, like the remarks on weights, on the wrong normalisation and on $s = 1$, was worked out on paper and is not among the Lean statements.

## (i) The range for vectors in an inner product space

Let $\chi_0, \chi_1$ be unit vectors of any real inner product space with $s = \langle\chi_0, \chi_1\rangle$ and $|s| < 1$. Show that $a\langle\chi_0, \psi\rangle$, over all $\psi = a\chi_0 + b\chi_1$ with real $a, b$ and $\|\psi\| = 1$, ranges over the interval of (e).

*Solution.* Take $c = (a, b)$. Expanding the norm and the inner product gives
$$\|\psi\|^2 = a^2 + 2ab\,s + b^2 = N, \qquad a\langle\chi_0, \psi\rangle = a(a + bs) = q_0 .$$
Since $\|\psi\| \ge 0$, the conditions $\|\psi\| = 1$ and $N = 1$ are equivalent, so the set equals $Q_0(s)$ and (e) applies.

The space is the type `E` of the theorem, unrelated to the number $E$ above, and no dimension is assumed for it; the hypotheses make $\chi_0, \chi_1$ linearly independent, so they can hold only in dimension at least two, finite or infinite. The unit diagonal of $S$, built into `overlap` as a definition, here follows from `h₀` and `h₁`. The two expansions are `hn` and `hm`. The statement concerns the population of $\chi_0$.

```lean
/-- For unit vectors `χ₀, χ₁` of a real inner product space with overlap `s`, `|s| < 1`, the
value `a ⟨χ₀, ψ⟩` over all unit vectors `ψ = a χ₀ + b χ₁` ranges exactly over
`[1/2 - 1/(2√(1-s²)), 1/2 + 1/(2√(1-s²))]`. -/
theorem population_range_inner {E : Type*} [NormedAddCommGroup E] [InnerProductSpace ℝ E]
    (χ₀ χ₁ : E) (h₀ : ‖χ₀‖ = 1) (h₁ : ‖χ₁‖ = 1) (hs : |⟪χ₀, χ₁⟫_ℝ| < 1) :
    {q | ∃ a b : ℝ, ‖a • χ₀ + b • χ₁‖ = 1 ∧ a * ⟪χ₀, a • χ₀ + b • χ₁⟫_ℝ = q}
      = Set.Icc (1 / 2 - halfWidth ⟪χ₀, χ₁⟫_ℝ) (1 / 2 + halfWidth ⟪χ₀, χ₁⟫_ℝ) := by
  have hn : ∀ c : Fin 2 → ℝ, ‖c 0 • χ₀ + c 1 • χ₁‖ ^ 2 = orbNormSq ⟪χ₀, χ₁⟫_ℝ c := by
    intro c
    rw [(explicit_forms _ c).1, norm_add_sq_real, norm_smul, norm_smul, h₀, h₁,
      real_inner_smul_left, real_inner_smul_right]
    simp only [Real.norm_eq_abs, mul_one, sq_abs]
    ring
  have hm : ∀ c : Fin 2 → ℝ,
      c 0 * ⟪χ₀, c 0 • χ₀ + c 1 • χ₁⟫_ℝ = mulliken ⟪χ₀, χ₁⟫_ℝ c 0 := by
    intro c
    rw [(explicit_forms _ c).2.1, inner_add_right, real_inner_smul_right,
      real_inner_smul_right, real_inner_self_eq_norm_sq, h₀]
    ring
  rw [← populationSet_eq hs 0]
  ext q
  constructor
  · rintro ⟨a, b, h1, h2⟩
    have h3 : ‖a • χ₀ + b • χ₁‖ ^ 2 = 1 := by rw [h1]; norm_num
    exact ⟨![a, b], (hn ![a, b]).symm.trans h3, (hm ![a, b]).symm.trans h2⟩
  · rintro ⟨c, h1, h2⟩
    refine ⟨c 0, c 1, ?_, (hm c).trans h2⟩
    apply (sq_eq_sq₀ (norm_nonneg _) zero_le_one).1
    rw [hn c, h1]
    norm_num
```

## (j) A concrete basis

Show that $\chi_0 = (1, 0)$ and $\chi_1 = (3/5, 4/5)$ in the Euclidean plane are unit vectors with overlap $3/5$.

*Solution.* The squared norms are $1$ and $9/25 + 16/25 = 1$, and the inner product is $1 \cdot \tfrac35 + 0 \cdot \tfrac45 = \tfrac35$. Lean writes each norm as the square root of a two-term sum and evaluates it. The pair is an admissible input for (i), with the overlap of (h).

```lean
/-- The plane vectors `(1, 0)` and `(3/5, 4/5)` are normalised and have overlap `3/5`. -/
theorem basis_witness :
    ‖(!₂[1, 0] : EuclideanSpace ℝ (Fin 2))‖ = 1 ∧
    ‖(!₂[3 / 5, 4 / 5] : EuclideanSpace ℝ (Fin 2))‖ = 1 ∧
    ⟪(!₂[1, 0] : EuclideanSpace ℝ (Fin 2)), !₂[3 / 5, 4 / 5]⟫_ℝ = 3 / 5 := by
  refine ⟨?_, ?_, ?_⟩
  · rw [EuclideanSpace.norm_eq, Real.sqrt_eq_one]
    norm_num [Fin.sum_univ_two]
  · rw [EuclideanSpace.norm_eq, Real.sqrt_eq_one]
    norm_num [Fin.sum_univ_two]
  · simp [PiLp.inner_apply, Fin.sum_univ_two]

end

end MullikenRange
```

```lean
#print axioms MullikenRange.subset_unit_interval_iff
#print axioms MullikenRange.range_three_fifths
#print axioms MullikenRange.population_range_inner
```

```
'MullikenRange.subset_unit_interval_iff' depends on axioms: [propext, Classical.choice, Quot.sound]
'MullikenRange.range_three_fifths' depends on axioms: [propext, Classical.choice, Quot.sound]
'MullikenRange.population_range_inner' depends on axioms: [propext, Classical.choice, Quot.sound]
```
